# One-loop QED vacuum polarization as a once-subtracted dispersion integral

One way to put vacuum polarization into an atomic calculation is to Fourier transform a correction to the Coulomb interaction from momentum transfer to distance. The one-loop correction comes as a logarithm under a Feynman-parameter integral. Rewritten as a superposition of terms \(1/(s+K)\), it can be transformed term by term, each term giving a Yukawa potential.

Here \(K\) is the squared spatial momentum transfer and \(s\) the squared invariant mass of a virtual electron-positron pair, with \(\hbar=c=1\) and the electron mass set to 1. The rewriting holds for every complex squared four-momentum \(z\) off the pair-production cut \([4,\infty)\); static scattering has \(z=-K\).

```lean
import Mathlib

open MeasureTheory Set

namespace VacuumPolarizationDispersion

noncomputable section
```

## The polarization and its spectral density

In units of \(\alpha/\pi\), with \(\alpha\) the fine-structure constant, the polarization is

\[
\Pi(z)=\int_0^1 2x(1-x)\log\bigl(1-x(1-x)z\bigr)\,dx .
\]

It vanishes at \(z=0\): the subtraction fixes the charge to the one measured at zero momentum transfer. In Lean \(\Pi\) is `vacPol`, with the principal logarithm. This formula is the starting point, taken as a definition; its derivation from the renormalized loop diagram is assumed.

```lean
/-- One-loop vacuum polarization in units of α/π, subtracted at zero momentum, as a
Feynman-parameter integral; `z` is the squared momentum in units of the squared electron mass,
taken off the cut `[4, ∞)`. -/
def vacPol (z : ℂ) : ℂ :=
  ∫ x in (0:ℝ)..1, 2 * (x:ℂ) * (1 - x) * Complex.log (1 - x * (1 - x) * z)
```

The density is \(\rho(s)=\sqrt{1-4/s}\,(1+2/s)\). Textbooks often include a factor such as \(\alpha/3\) in it.

```lean
/-- Spectral density of the electron-positron pair at squared invariant mass `s ≥ 4`. -/
def spectralDensity (s : ℝ) : ℝ := √(1 - 4 / s) * (1 + 2 / s)
```

If each member of the pair has speed \(v\) in the centre-of-mass frame, then \(s=4/(1-v^2)\).

```lean
/-- Squared invariant mass of a pair whose members move with speed `v` in their
centre-of-mass frame, for `0 ≤ v < 1`. -/
def massSq (v : ℝ) : ℝ := 4 / (1 - v ^ 2)
```

## No singularity off the cut

Put \(w=x(1-x)\), so \(0\le w\le 1/4\). Suppose \(1-wz\) were real and at most zero. Then \(w>0\), \(z\) is real, and \(z\ge 1/w\ge 4\), which puts \(z\) on the cut. The hypothesis `hz`, that \(z\) differs from every real \(s\ge4\), excludes this. `Complex.slitPlane` is the plane without the non-positive real axis.

```lean
/-- Off the cut `[4, ∞)`, the argument of the Feynman logarithm avoids the branch cut of the
logarithm for every weight `w` between 0 and 1/4. -/
theorem log_arg_mem {z : ℂ} (hz : ∀ s : ℝ, 4 ≤ s → z ≠ s) {w : ℝ} (h0 : 0 ≤ w)
    (h1 : w ≤ 1 / 4) : 1 - (w:ℂ) * z ∈ Complex.slitPlane := by
  rw [Complex.mem_slitPlane_iff]
  by_contra h
  simp only [not_or, not_lt, ne_eq, not_not, Complex.sub_re, Complex.one_re,
    Complex.re_ofReal_mul, Complex.sub_im, Complex.one_im, Complex.im_ofReal_mul] at h
  obtain ⟨hr, hi⟩ := h
  have hw : 0 < w := lt_of_le_of_ne h0 (by rintro rfl; norm_num at hr)
  have him : z.im = 0 := by
    have h : w * z.im = 0 := by linarith
    exact (mul_eq_zero.mp h).resolve_left hw.ne'
  have hre : 4 ≤ z.re := by
    by_contra h
    nlinarith [mul_pos hw (sub_pos.2 (not_le.1 h))]
  exact hz z.re hre (Complex.ext (by simp) (by simp [him]))
```

With \(w=(1-v^2)/4\) this gives \(4-(1-v^2)z=4(1-wz)\neq0\).

```lean
/-- Off the cut `[4, ∞)`, the propagator denominator in the velocity variable has no zero
for `0 ≤ v ≤ 1`. -/
theorem denominator_ne_zero {z : ℂ} (hz : ∀ s : ℝ, 4 ≤ s → z ≠ s) {v : ℝ}
    (hv : v ∈ Icc (0:ℝ) 1) : 4 - (1 - (v:ℂ) ^ 2) * z ≠ 0 := by
  intro h
  apply Complex.slitPlane_ne_zero (log_arg_mem hz (w := (1 - v ^ 2) / 4)
    (by nlinarith [hv.1, hv.2]) (by nlinarith [hv.1]))
  push_cast
  linear_combination h / 4
```

## From pair mass to speed

The map \(v\mapsto s\) takes \((0,1)\) one to one onto \((4,\infty)\), with inverse \(v=\sqrt{1-4/s}\). For injectivity, equal masses give \((a-b)(a+b)=0\) for two positive speeds \(a,b\), hence \(a=b\).

```lean
/-- Speeds between 0 and 1 correspond one to one to squared invariant masses above the
pair threshold 4. -/
theorem massSq_bijOn : BijOn massSq (Ioo 0 1) (Ioi 4) := by
  refine ⟨fun v hv => ?_, fun a ha b hb hab => ?_, fun s hs => ?_⟩
  · have h : 0 < 1 - v ^ 2 := by nlinarith [hv.1, hv.2]
    change 4 < 4 / (1 - v ^ 2)
    rw [lt_div_iff₀ h]
    nlinarith [pow_pos hv.1 2]
  · have h1 : 1 - a ^ 2 ≠ 0 := by nlinarith [ha.1, ha.2]
    have h2 : 1 - b ^ 2 ≠ 0 := by nlinarith [hb.1, hb.2]
    unfold massSq at hab
    rw [div_eq_div_iff h1 h2] at hab
    have h : (a - b) * (a + b) = 0 := by linarith
    rcases mul_eq_zero.mp h with h | h
    · linarith
    · linarith [ha.1, hb.1]
  · have hs4 : 4 < s := hs
    have hs0 : 0 < s := by linarith
    have h1 : 4 / s < 1 := (div_lt_one hs0).2 hs4
    have h2 : 0 < 4 / s := by positivity
    refine ⟨√(1 - 4 / s), ⟨Real.sqrt_pos.2 (by linarith), ?_⟩, ?_⟩
    · rw [Real.sqrt_lt' one_pos]
      linarith
    · unfold massSq
      rw [Real.sq_sqrt (by linarith), sub_sub_cancel]
      field
```

Its derivative is \(ds/dv=8v/(1-v^2)^2\).

```lean
/-- The rate of change of the squared invariant mass with the speed, for `0 < v < 1`. -/
theorem massSq_hasDerivAt {v : ℝ} (hv : v ∈ Ioo (0:ℝ) 1) :
    HasDerivAt massSq (8 * v / (1 - v ^ 2) ^ 2) v := by
  have h : 1 - v ^ 2 ≠ 0 := by nlinarith [hv.1, hv.2]
  have c : HasDerivAt (fun v : ℝ => v ^ 2) (2 * v) v := by simpa using hasDerivAt_pow 2 v
  exact ((hasDerivAt_const v (4:ℝ)).fun_div (c.const_sub 1) h).congr_deriv (by ring)
```

Since \(4/s=1-v^2\),

\[
\rho=\frac{v(3-v^2)}{2},\qquad
s(s-z)=\frac{4\,[4-(1-v^2)z]}{(1-v^2)^2},
\]

and the powers of \(1-v^2\) cancel against the Jacobian:

\[
\frac{ds}{dv}\,\frac{\rho(s)}{s(s-z)}=\frac{v^2(3-v^2)}{4-(1-v^2)z}.
\]

```lean
/-- Off the cut `[4, ∞)`, the dispersion integrand times the Jacobian is a rational function
of the speed `v`, for `0 < v < 1`. -/
theorem integrand_velocity {z : ℂ} (hz : ∀ s : ℝ, 4 ≤ s → z ≠ s) {v : ℝ}
    (hv : v ∈ Ioo (0:ℝ) 1) :
    |8 * v / (1 - v ^ 2) ^ 2| •
      ((spectralDensity (massSq v) : ℂ) / ((massSq v : ℂ) * ((massSq v : ℂ) - z))) =
      (v:ℂ) ^ 2 * (3 - (v:ℂ) ^ 2) / (4 - (1 - (v:ℂ) ^ 2) * z) := by
  have hv0 : 0 < v := hv.1
  have h : 0 < 1 - v ^ 2 := by nlinarith [hv.1, hv.2]
  have hρ : spectralDensity (massSq v) = v * (3 - v ^ 2) / 2 := by
    have h4 : 4 / massSq v = 1 - v ^ 2 := by
      unfold massSq
      have := h.ne'
      field
    have h2 : 2 / massSq v = (1 - v ^ 2) / 2 := by rw [← h4]; ring
    unfold spectralDensity
    rw [h4, h2, sub_sub_cancel, Real.sqrt_sq hv0.le]
    ring
  have hc : 1 - (v:ℂ) ^ 2 ≠ 0 := by exact_mod_cast h.ne'
  have hd := denominator_ne_zero hz (Ioo_subset_Icc_self hv)
  have hm : (massSq v : ℂ) = 4 / (1 - (v:ℂ) ^ 2) := by
    unfold massSq
    push_cast
    rfl
  have hs : 4 / (1 - (v:ℂ) ^ 2) - z = (4 - (1 - (v:ℂ) ^ 2) * z) / (1 - (v:ℂ) ^ 2) := by
    field
  rw [abs_of_nonneg (by positivity), hρ, Complex.real_smul, hm, hs]
  push_cast
  field
```

The right side is continuous on \([0,1]\), hence integrable, and the change of variables carries this back to \(s\). Convergence is worth its own theorem because Lean assigns the value zero to a divergent integral.

```lean
/-- The once-subtracted dispersion integral converges for every `z` off the cut `[4, ∞)`. -/
theorem dispersion_integrable {z : ℂ} (hz : ∀ s : ℝ, 4 ≤ s → z ≠ s) :
    IntegrableOn (fun s : ℝ => (spectralDensity s : ℂ) / ((s:ℂ) * ((s:ℂ) - z))) (Ioi 4) := by
  rw [← massSq_bijOn.image_eq, integrableOn_image_iff_integrableOn_abs_deriv_smul
    measurableSet_Ioo (fun v hv => (massSq_hasDerivAt hv).hasDerivWithinAt) massSq_bijOn.injOn]
  have hc : ContinuousOn (fun v : ℝ =>
      (v:ℂ) ^ 2 * (3 - (v:ℂ) ^ 2) / (4 - (1 - (v:ℂ) ^ 2) * z)) (Icc 0 1) :=
    ContinuousOn.div (Continuous.continuousOn (by fun_prop))
      (Continuous.continuousOn (by fun_prop)) fun v hv => denominator_ne_zero hz hv
  exact (hc.integrableOn_Icc.mono_set Ioo_subset_Icc_self).congr_fun
    (fun v hv => (integrand_velocity hz hv).symm) measurableSet_Ioo
```

## Folding and integrating by parts

The Feynman integrand is symmetric about \(x=1/2\), so \(\Pi\) is twice the integral over the upper half. With \(x=(1+v)/2\), \(x(1-x)=(1-v^2)/4\) and \(dx=dv/2\),

\[
\Pi(z)=\int_0^1\frac{1-v^2}{2}\,\log\Bigl(1-\frac{1-v^2}{4}z\Bigr)dv .
\]

The first factor has antiderivative \(v/2-v^3/6\), and the logarithm has derivative \(2vz/[4-(1-v^2)z]\). The boundary term vanishes at \(v=0\) through the antiderivative and at \(v=1\) through \(\log1=0\). Hence

\[
\Pi(z)=-\int_0^1\frac{2vz}{4-(1-v^2)z}\,\frac{v(3-v^2)}{6}\,dv
=-\frac z3\int_0^1\frac{v^2(3-v^2)}{4-(1-v^2)z}\,dv .
\]

The Lean proof integrates by parts first, in `hp`; then `hsym` and `h1` fold the integral, and `h2` and `h3` change the variable.

```lean
/-- Off the cut `[4, ∞)`, the Feynman-parameter integral equals a rational integral over the
speed of the pair. -/
theorem vacPol_velocity {z : ℂ} (hz : ∀ s : ℝ, 4 ≤ s → z ≠ s) :
    vacPol z = -(z / 3) * ∫ v in (0:ℝ)..1,
      (v:ℂ) ^ 2 * (3 - (v:ℂ) ^ 2) / (4 - (1 - (v:ℂ) ^ 2) * z) := by
  -- integration by parts in the velocity variable; the boundary terms vanish
  have hp : ∫ v in (0:ℝ)..1, Complex.log (1 - (1 - (v:ℂ) ^ 2) / 4 * z) * ((1 - (v:ℂ) ^ 2) / 2)
      = -(z / 3) * ∫ v in (0:ℝ)..1,
        (v:ℂ) ^ 2 * (3 - (v:ℂ) ^ 2) / (4 - (1 - (v:ℂ) ^ 2) * z) := by
    have c (v : ℝ) : HasDerivAt (fun v : ℝ => (v:ℂ)) 1 v := by
      simpa using (hasDerivAt_id v).ofReal_comp
    have c2 (v : ℝ) : HasDerivAt (fun v : ℝ => (v:ℂ) ^ 2) (2 * (v:ℂ)) v := by
      simpa using (c v).fun_pow 2
    have c3 (v : ℝ) : HasDerivAt (fun v : ℝ => (v:ℂ) ^ 3) (3 * (v:ℂ) ^ 2) v := by
      simpa using (c v).fun_pow 3
    have hu : ∀ v ∈ uIcc (0:ℝ) 1, HasDerivAt
        (fun v : ℝ => Complex.log (1 - (1 - (v:ℂ) ^ 2) / 4 * z))
        (2 * (v:ℂ) * z / (4 - (1 - (v:ℂ) ^ 2) * z)) v := by
      intro v hv
      rw [uIcc_of_le zero_le_one] at hv
      have hl := log_arg_mem hz (w := (1 - v ^ 2) / 4)
        (by nlinarith [hv.1, hv.2]) (by nlinarith [hv.1])
      push_cast at hl
      refine (((((c2 v).const_sub 1).div_const 4).mul_const z).const_sub 1
        |>.clog_real hl).congr_deriv ?_
      rw [div_eq_div_iff (Complex.slitPlane_ne_zero hl) (denominator_ne_zero hz hv)]
      ring
    have hw : ∀ v ∈ uIcc (0:ℝ) 1, HasDerivAt (fun v : ℝ => (v:ℂ) / 2 - (v:ℂ) ^ 3 / 6)
        ((1 - (v:ℂ) ^ 2) / 2) v := fun v _ =>
      (((c v).div_const 2).fun_sub ((c3 v).div_const 6)).congr_deriv (by ring)
    have hu' : IntervalIntegrable
        (fun v : ℝ => 2 * (v:ℂ) * z / (4 - (1 - (v:ℂ) ^ 2) * z)) volume 0 1 := by
      refine (ContinuousOn.div (Continuous.continuousOn (by fun_prop))
        (Continuous.continuousOn (by fun_prop)) fun v hv => ?_).intervalIntegrable
      rw [uIcc_of_le zero_le_one] at hv
      exact denominator_ne_zero hz hv
    have hw' : IntervalIntegrable (fun v : ℝ => (1 - (v:ℂ) ^ 2) / 2) volume 0 1 :=
      Continuous.intervalIntegrable (by fun_prop) _ _
    have e : ∫ v in (0:ℝ)..1, 2 * (v:ℂ) * z / (4 - (1 - (v:ℂ) ^ 2) * z) *
        ((v:ℂ) / 2 - (v:ℂ) ^ 3 / 6) = z / 3 * ∫ v in (0:ℝ)..1,
        (v:ℂ) ^ 2 * (3 - (v:ℂ) ^ 2) / (4 - (1 - (v:ℂ) ^ 2) * z) := by
      rw [← intervalIntegral.integral_const_mul]
      refine intervalIntegral.integral_congr fun v _ => ?_
      ring
    rw [intervalIntegral.integral_mul_deriv_eq_deriv_mul hu hw hu' hw', e]
    simp
  -- fold the Feynman integral about its midpoint
  set f : ℝ → ℂ := fun x => 2 * (x:ℂ) * (1 - x) * Complex.log (1 - x * (1 - x) * z) with hf
  have h0 : vacPol z = ∫ x in (0:ℝ)..1, f x := rfl
  have hcont : ContinuousOn f (Icc 0 1) := by
    refine ContinuousOn.mul (Continuous.continuousOn (by fun_prop))
      (ContinuousOn.clog (Continuous.continuousOn (by fun_prop)) fun x hx => ?_)
    have h := log_arg_mem hz (w := x * (1 - x)) (mul_nonneg hx.1 (sub_nonneg.2 hx.2))
      (by nlinarith [sq_nonneg (x - 1 / 2)])
    push_cast at h
    exact h
  have hi (a b : ℝ) (ha : a ∈ Icc (0:ℝ) 1) (hb : b ∈ Icc (0:ℝ) 1) :
      IntervalIntegrable f volume a b :=
    (hcont.mono (uIcc_subset_Icc ha hb)).intervalIntegrable
  have hsym (x : ℝ) : f (1 - x) = f x := by
    have e : (1 - (x:ℂ)) * (1 - (1 - (x:ℂ))) = x * (1 - x) := by ring
    simp only [hf, Complex.ofReal_sub, Complex.ofReal_one]
    rw [mul_assoc (2:ℂ) (1 - (x:ℂ)), e]
    ring
  have h1 : ∫ x in (0:ℝ)..(1 / 2), f x = ∫ x in (1 / 2 : ℝ)..1, f x := by
    have h := intervalIntegral.integral_comp_sub_left f (a := 1 / 2) (b := 1) 1
    rw [show (1:ℝ) - 1 = 0 by norm_num, show (1:ℝ) - 1 / 2 = 1 / 2 by norm_num] at h
    exact h.symm.trans (intervalIntegral.integral_congr fun x _ => hsym x)
  have h2 : (1 / 2 : ℝ) • ∫ v in (0:ℝ)..1, f (1 / 2 * v + 1 / 2) =
      ∫ x in (1 / 2 : ℝ)..1, f x := by
    have h := intervalIntegral.smul_integral_comp_mul_add f (a := 0) (b := 1) (1 / 2) (1 / 2)
    rwa [show (1 / 2 : ℝ) * 0 + 1 / 2 = 1 / 2 by norm_num,
      show (1 / 2 : ℝ) * 1 + 1 / 2 = 1 by norm_num] at h
  have h3 : ∫ v in (0:ℝ)..1, f (1 / 2 * v + 1 / 2) = ∫ v in (0:ℝ)..1,
      Complex.log (1 - (1 - (v:ℂ) ^ 2) / 4 * z) * ((1 - (v:ℂ) ^ 2) / 2) := by
    refine intervalIntegral.integral_congr fun v _ => ?_
    have e : (1 / 2 * (v:ℂ) + 1 / 2) * (1 - (1 / 2 * (v:ℂ) + 1 / 2)) = (1 - (v:ℂ) ^ 2) / 4 := by
      ring
    simp only [hf]
    push_cast
    rw [mul_assoc (2:ℂ), e]
    ring
  rw [h0, ← intervalIntegral.integral_add_adjacent_intervals
    (hi 0 (1 / 2) (by norm_num) (by norm_num)) (hi (1 / 2) 1 (by norm_num) (by norm_num)),
    h1, ← h2, h3, hp, Complex.real_smul]
  push_cast
  ring
```

## The dispersion relation

Both integrals have become the same integral over \(v\), so for every \(z\) off the cut

\[
\Pi(z)=-\frac z3\int_4^\infty\frac{\rho(s)}{s(s-z)}\,ds .
\]

```lean
/-- Once-subtracted dispersion relation: for every complex squared momentum `z` off the cut
`[4, ∞)`, the one-loop vacuum polarization is an integral of the pair spectral density. -/
theorem dispersion_relation {z : ℂ} (hz : ∀ s : ℝ, 4 ≤ s → z ≠ s) :
    vacPol z = -(z / 3) * ∫ s in Ioi (4:ℝ),
      (spectralDensity s : ℂ) / ((s:ℂ) * ((s:ℂ) - z)) := by
  rw [vacPol_velocity hz, ← massSq_bijOn.image_eq, integral_image_eq_integral_abs_deriv_smul
    measurableSet_Ioo (fun v hv => (massSq_hasDerivAt hv).hasDerivWithinAt) massSq_bijOn.injOn,
    intervalIntegral.integral_of_le zero_le_one, integral_Ioc_eq_integral_Ioo]
  congr 1
  exact setIntegral_congr_fun measurableSet_Ioo fun v hv => (integrand_velocity hz hv).symm
```

Set \(z=-K\) with \(K>-4\), which includes all \(K\ge0\). Then \(1+x(1-x)K\) is positive, the complex logarithm is the real one, and

\[
\int_0^1 2x(1-x)\ln\bigl(1+x(1-x)K\bigr)dx=\frac K3\int_4^\infty\frac{\sqrt{1-4/s}\,(1+2/s)}{s(s+K)}\,ds .
\]

In the proof, `hL` and `hR` identify the two complex integrals with these real ones.

```lean
/-- The dispersion relation in real form, for squared momentum `-K` below the pair threshold,
that is for `K > -4`. -/
theorem dispersion_relation_real {K : ℝ} (hK : -4 < K) :
    ∫ x in (0:ℝ)..1, 2 * x * (1 - x) * Real.log (1 + x * (1 - x) * K) =
      K / 3 * ∫ s in Ioi (4:ℝ), √(1 - 4 / s) * (1 + 2 / s) / (s * (s + K)) := by
  have h := dispersion_relation (z := -(K:ℂ)) (by
    intro s hs h
    have h' : -K = s := by exact_mod_cast h
    linarith)
  have hL : vacPol (-(K:ℂ)) =
      ((∫ x in (0:ℝ)..1, 2 * x * (1 - x) * Real.log (1 + x * (1 - x) * K) : ℝ) : ℂ) := by
    unfold vacPol
    rw [← intervalIntegral.integral_ofReal]
    refine intervalIntegral.integral_congr fun x hx => ?_
    rw [uIcc_of_le zero_le_one] at hx
    have hx0 : 0 ≤ x * (1 - x) := mul_nonneg hx.1 (sub_nonneg.2 hx.2)
    have pos : 0 ≤ 1 + x * (1 - x) * K := by
      nlinarith [mul_nonneg hx0 (by linarith : 0 ≤ K + 4), sq_nonneg (x - 1 / 2)]
    have e : 1 - (x:ℂ) * (1 - x) * (-(K:ℂ)) = ((1 + x * (1 - x) * K : ℝ) : ℂ) := by
      push_cast
      ring
    rw [e, ← Complex.ofReal_log pos]
    simp only [Complex.ofReal_mul, Complex.ofReal_sub, Complex.ofReal_one, Complex.ofReal_ofNat]
  have hR : ∫ s in Ioi (4:ℝ), (spectralDensity s : ℂ) / ((s:ℂ) * ((s:ℂ) - -(K:ℂ))) =
      ((∫ s in Ioi (4:ℝ), spectralDensity s / (s * (s + K)) : ℝ) : ℂ) := by
    have hc : ∫ s in Ioi (4:ℝ), ((spectralDensity s / (s * (s + K)) : ℝ) : ℂ) =
        ((∫ s in Ioi (4:ℝ), spectralDensity s / (s * (s + K)) : ℝ) : ℂ) := integral_ofReal
    rw [← hc]
    refine setIntegral_congr_fun measurableSet_Ioi fun s _ => ?_
    simp only [Complex.ofReal_div, Complex.ofReal_mul, Complex.ofReal_add, sub_neg_eq_add]
  rw [hL, hR] at h
  change _ = K / 3 * ∫ s in Ioi (4:ℝ), spectralDensity s / (s * (s + K))
  apply Complex.ofReal_injective
  rw [h]
  simp only [Complex.ofReal_mul, Complex.ofReal_div, Complex.ofReal_ofNat]
  ring
```

For a static point nucleus of charge \(Z\), the Coulomb factor \(1/K\) cancels the prefactor \(K\). Transforming \(4\pi/(K+s)\) into \(e^{-\sqrt s\,r}/r\) at distance \(r\) gives the one-loop Uehling correction to an electron's potential energy,

\[
\delta V(r)=-\frac{Z\alpha}{r}\,\frac{\alpha}{3\pi}\int_4^\infty\frac{\rho(s)}{s}\,e^{-\sqrt s\,r}\,ds .
\]

The same substitution at \(z=0\) gives \(\int_4^\infty\rho(s)/s^2\,ds=\int_0^1 v^2(3-v^2)/4\,dv=1/5\), so \(\Pi(-K)\approx K/15\) at small \(K\). These two consequences are derived in the prose alone.

## Where the density comes from

For \(s\ge4\) write \(b=\sqrt{1-4/s}\). Then

\[
1-x(1-x)s=\frac s4\bigl[(2x-1)^2-b^2\bigr],
\]

which is negative exactly for \((1-b)/2<x<(1+b)/2\). The antiderivative \(x^2-\tfrac23x^3\) gives the Feynman weight on this interval:

\[
\int_{(1-b)/2}^{(1+b)/2}2x(1-x)\,dx=\frac{b(3-b^2)}{6}=\frac{\rho(s)}{3}.
\]

As \(z\) approaches \(s\) from the upper half-plane, the imaginary part of the logarithm tends to \(-\pi\) inside this interval and to 0 outside it, so the imaginary part of \(\Pi\) tends to \(-\pi\rho(s)/3\). This is how the density arises from the cut. At threshold, \(s=4\), the interval is empty and the density is zero. The theorem states the sign condition and the integral; it takes no limit of \(\Pi\) onto the cut.

```lean
/-- For `s ≥ 4` the argument of the Feynman logarithm is negative exactly between two values of
the Feynman parameter, and the Feynman weight between them is one third of the spectral density. -/
theorem spectralDensity_from_cut {s : ℝ} (hs : 4 ≤ s) :
    (∀ x : ℝ, 1 - x * (1 - x) * s < 0 ↔
      x ∈ Ioo ((1 - √(1 - 4 / s)) / 2) ((1 + √(1 - 4 / s)) / 2)) ∧
    ∫ x in ((1 - √(1 - 4 / s)) / 2)..((1 + √(1 - 4 / s)) / 2), 2 * x * (1 - x) =
      spectralDensity s / 3 := by
  have hs0 : 0 < s := by linarith
  have h4 : 4 / s ≤ 1 := (div_le_one hs0).2 hs
  have hb2 : √(1 - 4 / s) ^ 2 = 1 - 4 / s := Real.sq_sqrt (by linarith)
  have hb0 : 0 ≤ √(1 - 4 / s) := Real.sqrt_nonneg _
  unfold spectralDensity
  generalize √(1 - 4 / s) = b at hb2 hb0 ⊢
  have hbs : b ^ 2 * s = s - 4 := by
    rw [hb2, sub_mul, div_mul_cancel₀ _ hs0.ne', one_mul]
  refine ⟨fun x => ⟨fun h => ?_, fun h => ?_⟩, ?_⟩
  · have hlt : (2 * x - 1) ^ 2 < b ^ 2 := by
      by_contra hc
      nlinarith [mul_le_mul_of_nonneg_left (not_lt.1 hc) hs0.le]
    have h' := abs_lt_of_sq_lt_sq' hlt hb0
    constructor <;> linarith [h'.1, h'.2]
  · have h1 : 0 < 2 * x - 1 + b := by linarith [h.1]
    have h2 : 0 < b - (2 * x - 1) := by linarith [h.2]
    nlinarith [mul_pos (mul_pos h1 h2) hs0]
  · have hd (x : ℝ) : HasDerivAt (fun x : ℝ => x ^ 2 - 2 / 3 * x ^ 3) (2 * x * (1 - x)) x := by
      have c2 : HasDerivAt (fun x : ℝ => x ^ 2) (2 * x) x := by simpa using hasDerivAt_pow 2 x
      have c3 : HasDerivAt (fun x : ℝ => x ^ 3) (3 * x ^ 2) x := by
        simpa using hasDerivAt_pow 3 x
      exact (c2.fun_sub (c3.const_mul (2 / 3))).congr_deriv (by ring)
    have h2 : 2 / s = (1 - b ^ 2) / 2 := by rw [hb2]; ring
    rw [intervalIntegral.integral_eq_sub_of_hasDerivAt (fun x _ => hd x)
      (Continuous.intervalIntegrable (by fun_prop) _ _), h2]
    ring

end

end VacuumPolarizationDispersion
```

```lean
#print axioms VacuumPolarizationDispersion.dispersion_integrable
#print axioms VacuumPolarizationDispersion.dispersion_relation
#print axioms VacuumPolarizationDispersion.dispersion_relation_real
#print axioms VacuumPolarizationDispersion.spectralDensity_from_cut
```

```
'VacuumPolarizationDispersion.dispersion_integrable' depends on axioms: [propext, Classical.choice, Quot.sound]
'VacuumPolarizationDispersion.dispersion_relation' depends on axioms: [propext, Classical.choice, Quot.sound]
'VacuumPolarizationDispersion.dispersion_relation_real' depends on axioms: [propext, Classical.choice, Quot.sound]
'VacuumPolarizationDispersion.spectralDensity_from_cut' depends on axioms: [propext, Classical.choice, Quot.sound]
```
